# The trion Hamiltonian is Hermitian and preserves the antisymmetric subspace of dimension $mn(n-1)/2$

When an electron-doped semiconductor absorbs a photon, the new electron-hole pair can bind a further conduction electron and form a negative trion: two conduction electrons and one hole. A model Hamiltonian for it can be assembled from the ingredients of a Bethe-Salpeter calculation, namely quasiparticle energies and an electron-hole kernel, plus an electron-electron interaction. As an energy observable the Hamiltonian should be Hermitian, and, separately, because the two electrons are identical fermions it should not lead out of the amplitudes that are odd under their exchange (spin included in the labels); the dimension of that subspace is the size of the eigenvalue problem before any further symmetry, such as conservation of crystal momentum, is used. Both properties are proved here for Hermitian interactions, with an electron-electron interaction that is symmetric under exchange of the two electrons; $n$ and $m$ are the numbers of conduction and valence states in the basis.

## Configurations and operators

Let `C` be a set of $n$ conduction states and `W` a set of $m$ valence states, all orthonormal; a label may include spin and crystal momentum. A configuration $x=(c_1,c_2,v)$ has Lean components `x.1`, `x.2.1`, `x.2.2`. An amplitude is a function $\psi(c_1,c_2,v)\in\mathbb C$ on all $n^2m$ ordered configurations, and operators are matrices indexed by them.

```lean
import Mathlib

open Matrix Module

namespace TrionHamiltonian

noncomputable section

variable {C W : Type*} [Fintype C] [DecidableEq C] [Fintype W] [DecidableEq W]
```

A map $\sigma$ of labels has the matrix $(P_\sigma)_{xy}=\delta_{\sigma x,\,y}$. Electron exchange is $(c_1,c_2,v)\mapsto(c_2,c_1,v)$, and $P$ denotes its matrix `permMat swapE`.

```lean
/-- Permutation matrix of a map `σ` of basis labels. -/
def permMat {X : Type*} [DecidableEq X] (σ : X → X) : Matrix X X ℂ :=
  of fun x y => if σ x = y then 1 else 0

/-- Exchange of the two electron labels of a configuration `(c₁, c₂, v)`. -/
def swapE (x : C × C × W) : C × C × W := (x.2.1, x.1, x.2.2)
```

Take real energies $e^{\mathrm c}_a$ (`ec`) and $e^{\mathrm v}_v$ (`ev`), a matrix $V$ on electron pairs and a matrix $K$ on electron-hole pairs. With $a,b,a',b'$ conduction and $v,v'$ valence labels,

$$H_{abv,\,a'b'v'}=(e^{\mathrm c}_a+e^{\mathrm c}_b-e^{\mathrm v}_v)\,\delta_{aa'}\delta_{bb'}\delta_{vv'}+V_{ab,a'b'}\,\delta_{vv'}+K_{av,a'v'}\,\delta_{bb'}+K_{bv,b'v'}\,\delta_{aa'} .$$

The valence energy enters with a minus sign because the hole is a missing electron. $K$ enters with a plus sign, so the sign of the attraction is part of $K$. Each Kronecker delta on a spectator particle is an entry of the identity matrix `1`.

```lean
/-- Band-energy term `e_{c₁} + e_{c₂} - e_v`, diagonal in the configurations. -/
def bandTerm (ec : C → ℝ) (ev : W → ℝ) : Matrix (C × C × W) (C × C × W) ℂ :=
  diagonal fun x => ((ec x.1 + ec x.2.1 - ev x.2.2 : ℝ) : ℂ)

/-- Electron-electron interaction: `V` on `(c₁, c₂)`, identity on `v`. -/
def eeTerm (V : Matrix (C × C) (C × C) ℂ) : Matrix (C × C × W) (C × C × W) ℂ :=
  of fun x y => V (x.1, x.2.1) (y.1, y.2.1) * (1 : Matrix W W ℂ) x.2.2 y.2.2

/-- Electron-hole kernel `K` on `(c₁, v)`, identity on `c₂`. -/
def ehTerm₁ (K : Matrix (C × W) (C × W) ℂ) : Matrix (C × C × W) (C × C × W) ℂ :=
  of fun x y => K (x.1, x.2.2) (y.1, y.2.2) * (1 : Matrix C C ℂ) x.2.1 y.2.1

/-- Electron-hole kernel `K` on `(c₂, v)`, identity on `c₁`. -/
def ehTerm₂ (K : Matrix (C × W) (C × W) ℂ) : Matrix (C × C × W) (C × C × W) ℂ :=
  of fun x y => K (x.2.1, x.2.2) (y.2.1, y.2.2) * (1 : Matrix C C ℂ) x.1 y.1

/-- The two-electron, one-hole (trion) Hamiltonian. -/
def trionH (ec : C → ℝ) (ev : W → ℝ) (V : Matrix (C × C) (C × C) ℂ)
    (K : Matrix (C × W) (C × W) ℂ) : Matrix (C × C × W) (C × C × W) ℂ :=
  bandTerm ec ev + eeTerm V + ehTerm₁ K + ehTerm₂ K
```

For $s\in\mathbb C$, the sector $S_s$ consists of the $\psi$ with $\psi(b,a,v)=s\,\psi(a,b,v)$ for all $a,b,v$. The condition is linear in $\psi$, so $S_s$ is a subspace; $S_{-1}$ is the antisymmetric subspace.

```lean
/-- Amplitudes that pick up the factor `s` when the two electrons are exchanged. -/
def sector (C W : Type*) (s : ℂ) : Submodule ℂ (C × C × W → ℂ) where
  carrier := {ψ | ∀ a b v, ψ (b, a, v) = s * ψ (a, b, v)}
  add_mem' := by
    intro φ ψ hφ hψ a b v
    simp only [Pi.add_apply]
    rw [hφ a b v, hψ a b v]; ring
  zero_mem' := by intro a b v; simp
  smul_mem' := by
    intro c ψ hψ a b v
    simp only [Pi.smul_apply, smul_eq_mul]
    rw [hψ a b v]; ring

/-- Amplitudes antisymmetric in the two electrons. -/
abbrev antisym (C W : Type*) : Submodule ℂ (C × C × W → ℂ) := sector C W (-1)
```

## Commuting with an involution

The permutation matrix relabels arguments: $(P_\sigma\psi)(x)=\sum_y\delta_{\sigma x,y}\,\psi(y)=\psi(\sigma x)$.

```lean
/-- The permutation matrix relabels the argument of an amplitude. -/
theorem permMat_mulVec {X : Type*} [Fintype X] [DecidableEq X] (σ : X → X) (ψ : X → ℂ)
    (x : X) : (permMat σ *ᵥ ψ) x = ψ (σ x) := by
  simp [permMat, mulVec, dotProduct]
```

Let $\sigma\sigma x=x$ for all $x$ and let $A$ be any matrix. Then $(P_\sigma A)_{xy}=A_{\sigma x,y}$. Since $\sigma z=y$ is equivalent to $z=\sigma y$, also $(AP_\sigma)_{xy}=\sum_zA_{xz}\delta_{\sigma z,y}=A_{x,\sigma y}$. Commutation therefore reads $A_{\sigma x,y}=A_{x,\sigma y}$, and replacing $y$ by $\sigma y$ turns it into $A_{\sigma x,\sigma y}=A_{xy}$. In the code `h1` and `h2` are the two products, `hz` is the equivalence, and both directions evaluate at `σ y`.

```lean
/-- An operator commutes with an involutive relabelling iff its matrix elements are
invariant under it. -/
theorem commute_permMat_iff {X : Type*} [Fintype X] [DecidableEq X] {σ : X → X}
    (hσ : ∀ x, σ (σ x) = x) (A : Matrix X X ℂ) :
    Commute (permMat σ) A ↔ ∀ x y, A (σ x) (σ y) = A x y := by
  have h1 : ∀ x y, (permMat σ * A) x y = A (σ x) y := by
    intro x y; simp [permMat, mul_apply]
  have hz : ∀ z y, σ z = y ↔ z = σ y := fun z y =>
    ⟨fun h => by rw [← h, hσ z], fun h => by rw [h, hσ y]⟩
  have h2 : ∀ x y, (A * permMat σ) x y = A x (σ y) := by
    intro x y; simp [permMat, mul_apply, hz]
  constructor
  · intro h x y
    have e : (permMat σ * A) x (σ y) = (A * permMat σ) x (σ y) := by rw [h.eq]
    rwa [h1, h2, hσ y] at e
  · intro h
    show permMat σ * A = A * permMat σ
    ext x y
    have e := h x (σ y)
    rw [hσ y] at e
    rw [h1, h2, e]
```

## Hermiticity

Each term satisfies $\overline{A_{yx}}=A_{xy}$. The band term is diagonal and real, which the split on `x = y` covers. For the second term, $\overline{V_{a'b',ab}\,\delta_{v'v}}=V_{ab,a'b'}\,\delta_{vv'}$ when $V$ is Hermitian, and the two $K$ terms go the same way; `star_mul'` splits the conjugate of each product. A sum of Hermitian matrices is Hermitian.

```lean
omit [Fintype C] [Fintype W] in
/-- For Hermitian `V` and `K` the trion Hamiltonian is Hermitian. -/
theorem trionH_isHermitian (ec : C → ℝ) (ev : W → ℝ) {V : Matrix (C × C) (C × C) ℂ}
    {K : Matrix (C × W) (C × W) ℂ} (hV : V.IsHermitian) (hK : K.IsHermitian) :
    (trionH ec ev V K).IsHermitian := by
  have hW : (1 : Matrix W W ℂ).IsHermitian := isHermitian_one
  have hC : (1 : Matrix C C ℂ).IsHermitian := isHermitian_one
  refine ((IsHermitian.add (IsHermitian.ext fun x y => ?_) (IsHermitian.ext fun x y => ?_)).add
    (IsHermitian.ext fun x y => ?_)).add (IsHermitian.ext fun x y => ?_)
  · by_cases h : x = y
    · subst h; simp [bandTerm]
    · simp [bandTerm, h, Ne.symm h]
  · simp only [eeTerm, of_apply, star_mul', hV.apply, hW.apply]
  · simp only [ehTerm₁, of_apply, star_mul', hK.apply, hC.apply]
  · simp only [ehTerm₂, of_apply, star_mul', hK.apply, hC.apply]
```

## Exchange symmetry of $H$

Exchanging the electrons in row and column gives

$$H_{bav,\,b'a'v'}=(e^{\mathrm c}_b+e^{\mathrm c}_a-e^{\mathrm v}_v)\,\delta_{aa'}\delta_{bb'}\delta_{vv'}+V_{ba,b'a'}\,\delta_{vv'}+K_{bv,b'v'}\,\delta_{aa'}+K_{av,a'v'}\,\delta_{bb'} .$$

The band term is unchanged (`hd`), and the two $K$ terms trade places because the same $K$ acts on both electrons. Subtracting, for arbitrary $V$ and $K$,

$$H_{bav,\,b'a'v'}-H_{abv,\,a'b'v'}=(V_{ba,b'a'}-V_{ab,a'b'})\,\delta_{vv'} .$$

```lean
omit [Fintype C] [Fintype W] in
/-- Exchanging the electrons changes a matrix element of `H` by the change of the
matrix element of `V` times `δ_{vv'}`. -/
theorem trionH_swap_sub (ec : C → ℝ) (ev : W → ℝ) (V : Matrix (C × C) (C × C) ℂ)
    (K : Matrix (C × W) (C × W) ℂ) (a b a' b' : C) (v v' : W) :
    trionH ec ev V K (b, a, v) (b', a', v') - trionH ec ev V K (a, b, v) (a', b', v')
      = (V (b, a) (b', a') - V (a, b) (a', b')) * (1 : Matrix W W ℂ) v v' := by
  have hd : bandTerm ec ev (b, a, v) (b', a', v') = bandTerm ec ev (a, b, v) (a', b', v') := by
    by_cases h1 : a = a' <;> by_cases h2 : b = b' <;> by_cases h3 : v = v' <;>
      simp [bandTerm, h1, h2, h3, add_comm]
  -- the two electron-hole terms trade places
  simp only [trionH, Matrix.add_apply, hd, eeTerm, ehTerm₁, ehTerm₂, of_apply]
  ring
```

By the commutation criterion, `Commute (permMat Prod.swap) V` means $V_{ba,b'a'}=V_{ab,a'b'}$. The right-hand side above then vanishes, and the criterion, read the other way, gives $PH=HP$ with no condition on $K$.

```lean
/-- If `V` commutes with the pair swap, `H` commutes with electron exchange. -/
theorem trionH_commute (ec : C → ℝ) (ev : W → ℝ) {V : Matrix (C × C) (C × C) ℂ}
    (K : Matrix (C × W) (C × W) ℂ) (hV : Commute (permMat Prod.swap) V) :
    Commute (permMat swapE) (trionH ec ev V K) := by
  refine (commute_permMat_iff (fun _ => rfl) _).2 ?_
  rintro ⟨a, b, v⟩ ⟨a', b', v'⟩
  have k := trionH_swap_sub ec ev V K a b a' b' v v'
  have h : V (b, a) (b', a') = V (a, b) (a', b') :=
    (commute_permMat_iff Prod.swap_swap V).1 hV (a, b) (a', b')
  rw [h, sub_self, zero_mul] at k
  exact sub_eq_zero.1 k
```

Conversely, if $PH=HP$ the left-hand side vanishes, and setting $v'=v$ makes the delta equal to one, so $V$ commutes with the pair swap. The choice of a $v$ uses `Nonempty W`; for $m=0$ there are no configurations and $H$ carries no information on $V$.

```lean
/-- Conversely, with at least one valence state, if `H` commutes with electron exchange
then `V` commutes with the pair swap. -/
theorem commute_of_trionH_commute [Nonempty W] (ec : C → ℝ) (ev : W → ℝ)
    (V : Matrix (C × C) (C × C) ℂ) (K : Matrix (C × W) (C × W) ℂ)
    (hH : Commute (permMat swapE) (trionH ec ev V K)) : Commute (permMat Prod.swap) V := by
  refine (commute_permMat_iff Prod.swap_swap V).2 ?_
  rintro ⟨a, b⟩ ⟨a', b'⟩
  obtain ⟨v⟩ := ‹Nonempty W›
  have k := trionH_swap_sub ec ev V K a b a' b' v v
  have h : trionH ec ev V K (b, a, v) (b', a', v) = trionH ec ev V K (a, b, v) (a', b', v) :=
    (commute_permMat_iff (σ := swapE) (fun _ => rfl) _).1 hH (a, b, v) (a', b', v)
  rw [h, sub_self, one_apply_eq, mul_one] at k
  exact sub_eq_zero.1 k.symm
```

## Invariance of the sectors

Membership in $S_s$ is the equation $P\psi=s\psi$ (`h1`). If $PA=AP$, then $P(A\psi)=A(P\psi)=s\,A\psi$ (`h2`), and evaluating at $(a,b,v)$ gives the defining condition for $A\psi$. This holds for every complex $s$.

```lean
/-- An operator commuting with electron exchange maps each exchange sector into itself. -/
theorem mulVec_mem_sector {A : Matrix (C × C × W) (C × C × W) ℂ}
    (hA : Commute (permMat swapE) A) {s : ℂ} {ψ : C × C × W → ℂ} (hψ : ψ ∈ sector C W s) :
    A *ᵥ ψ ∈ sector C W s := by
  have h0 : ∀ a b v, ψ (b, a, v) = s * ψ (a, b, v) := hψ
  have h1 : permMat swapE *ᵥ ψ = s • ψ := by
    funext ⟨a, b, v⟩
    rw [permMat_mulVec]; exact h0 a b v
  have h2 : permMat swapE *ᵥ (A *ᵥ ψ) = s • (A *ᵥ ψ) := by
    rw [mulVec_mulVec, hA.eq, ← mulVec_mulVec, h1, mulVec_smul]
  show ∀ a b v, (A *ᵥ ψ) (b, a, v) = s * (A *ᵥ ψ) (a, b, v)
  intro a b v
  have e := congrFun h2 (a, b, v)
  rw [permMat_mulVec] at e
  exact e
```

## Dimension by a trace

Let $s^2=1$ and $f=\tfrac12(1+sP)$, so $(f\psi)(a,b,v)=\tfrac12[\psi(a,b,v)+s\,\psi(b,a,v)]$ (`hfa`). First,

$$(f\psi)(b,a,v)-s\,(f\psi)(a,b,v)=-\tfrac12\,\psi(b,a,v)\,(s^2-1)=0,$$

so $f$ maps into $S_s$. Second, for $\psi\in S_s$, $(f\psi)(a,b,v)=\tfrac12(1+s^2)\,\psi(a,b,v)=\psi(a,b,v)$. The two `linear_combination` calls supply exactly the multiples of $s^2-1$ that appear here. Thus $f$ projects on $S_s$ (`hp`), and its trace equals $\dim S_s$. The diagonal entry of $P$ at $(a,b,v)$ is $\delta_{ab}$ (`hent`); for fixed $a$ these entries sum to $m$ (`hrow`), so $\operatorname{tr}P=nm$ (`htr`). With $\operatorname{tr}1=n^2m$ (`hid`),

$$\dim S_s=\tfrac12\,(n^2m+s\,nm)=\frac{mn(n+s)}{2},$$

stated as an equation in $\mathbb C$ because $s$ is complex.

```lean
/-- For `s² = 1` the sector of exchange parity `s` has dimension `m n (n + s) / 2`. -/
theorem finrank_sector (s : ℂ) (hs : s * s = 1) : (finrank ℂ (sector C W s) : ℂ)
    = Fintype.card W * Fintype.card C * (Fintype.card C + s) / 2 := by
  obtain ⟨f, hf⟩ : ∃ f : (C × C × W → ℂ) →ₗ[ℂ] (C × C × W → ℂ),
      f = (1 / 2 : ℂ) • (LinearMap.id + s • toLin' (permMat swapE)) := ⟨_, rfl⟩
  have hfa : ∀ ψ x, f ψ x = 1 / 2 * (ψ x + s * ψ (swapE x)) := by
    intro ψ x
    simp only [hf, LinearMap.smul_apply, LinearMap.add_apply, LinearMap.id_apply, toLin'_apply,
      Pi.smul_apply, Pi.add_apply, smul_eq_mul, permMat_mulVec]
  -- (1 + sP)/2 projects on the sector
  have hp : LinearMap.IsProj (sector C W s) f := by
    refine ⟨fun ψ => ?_, fun ψ hψ => ?_⟩
    · show ∀ a b v, f ψ (b, a, v) = s * f ψ (a, b, v)
      intro a b v
      simp only [hfa, swapE]
      linear_combination (-(1 / 2) * ψ (b, a, v)) * hs
    · have h0 : ∀ a b v, ψ (b, a, v) = s * ψ (a, b, v) := hψ
      funext ⟨a, b, v⟩
      simp only [hfa, swapE]
      rw [h0 a b v]
      linear_combination (1 / 2 * ψ (a, b, v)) * hs
  -- the trace of P counts the configurations with c₁ = c₂
  have hfix : ∀ (a b : C) (v : W), swapE (a, b, v) = (a, b, v) ↔ a = b := fun a b v =>
    ⟨fun h => (congrArg Prod.fst h).symm, by rintro rfl; rfl⟩
  have htr : (permMat (swapE (C := C) (W := W))).trace = Fintype.card C * Fintype.card W := by
    have hent : ∀ (a b : C) (v : W),
        permMat swapE (a, b, v) (a, b, v) = if a = b then 1 else 0 :=
      fun a b v => if_congr (hfix a b v) rfl rfl
    have hrow : ∀ a : C, ∑ y : C × W, permMat swapE (a, y) (a, y) = (Fintype.card W : ℂ) := by
      intro a
      rw [Fintype.sum_prod_type, Finset.sum_eq_single a]
      · rw [Finset.sum_congr rfl fun v _ => (hent a a v).trans (if_pos rfl)]
        simp
      · intro b _ hb
        exact Finset.sum_eq_zero fun v _ => (hent a b v).trans (if_neg hb.symm)
      · intro h
        exact absurd (Finset.mem_univ a) h
    show ∑ x : C × C × W, permMat swapE x x = _
    rw [Fintype.sum_prod_type, Finset.sum_congr rfl fun a _ => hrow a]
    simp only [Finset.sum_const, Finset.card_univ,
      nsmul_eq_mul]
  have hid : finrank ℂ (C × C × W → ℂ)
      = Fintype.card C * (Fintype.card C * Fintype.card W) := by simp
  rw [← hp.trace, hf, map_smul, map_add, map_smul, LinearMap.trace_id,
    Matrix.trace_toLin'_eq, htr, hid]
  simp only [smul_eq_mul]
  push_cast
  ring
```

The technique carries over to other symmetry-adapted subspaces. One proves `LinearMap.IsProj` for an explicit projector, rewrites the dimension as a trace with `hp.trace`, and finishes by linearity of the trace and `Matrix.trace_toLin'_eq`, without constructing a basis of ordered pairs.

## The main theorem

`trion_main` reads: for real energies, Hermitian $V$ (`hV`) and $K$ (`hK`), and $V$ commuting with the pair swap (`hsw`), $H$ is Hermitian, $H\psi$ is antisymmetric whenever $\psi$ is, and $\dim S_{-1}=m\binom n2$. The first two parts cite the lemmas above. The third casts to $\mathbb C$, writes $\binom n2=n(n-1)/2$ by `Nat.cast_choose_two` and sets $s=-1$. For $n\le1$ the dimension is zero, as exclusion requires, and for $n=2$ it is $m$.

```lean
/-- For Hermitian `V`, `K` with `V` commuting with the pair swap, `H` is Hermitian and
preserves the antisymmetric subspace, which has dimension `m · C(n,2) = m n (n-1) / 2`. -/
theorem trion_main (ec : C → ℝ) (ev : W → ℝ) {V : Matrix (C × C) (C × C) ℂ}
    {K : Matrix (C × W) (C × W) ℂ} (hV : V.IsHermitian) (hK : K.IsHermitian)
    (hsw : Commute (permMat Prod.swap) V) :
    (trionH ec ev V K).IsHermitian ∧
    (∀ ψ ∈ antisym C W, trionH ec ev V K *ᵥ ψ ∈ antisym C W) ∧
    finrank ℂ (antisym C W) = Fintype.card W * (Fintype.card C).choose 2 := by
  refine ⟨trionH_isHermitian ec ev hV hK,
    fun ψ hψ => mulVec_mem_sector (trionH_commute ec ev K hsw) hψ, ?_⟩
  apply Nat.cast_injective (R := ℂ)
  rw [Nat.cast_mul, Nat.cast_choose_two, finrank_sector (-1) (by ring)]
  ring
```

In this finite-basis model with a fixed, energy-independent kernel, the fermionic trion problem can therefore be posed on $mn(n-1)/2$ amplitudes instead of $n^2m$. The sector $s=-1$ is the physical one when the labels in `C` include spin. $V$ and $K$ are given matrices whose hermiticity and swap symmetry are assumed, not derived from a screened Coulomb interaction. The space contains two-electron, one-hole configurations only, and no statement is made about eigenvalues, binding energies or biexcitons.

## A model interaction

For $n=2$, let $V$ have every diagonal element equal to $2$, $V_{01,10}=V_{10,01}=1$, and all other elements zero. Checking all sixteen index combinations shows that it is Hermitian and commutes with the pair swap, and $V_{01,10}=1$ shows that it is not diagonal.

```lean
/-- A two-state pair interaction with direct element 2 and exchange element 1. -/
def modelV : Matrix (Fin 2 × Fin 2) (Fin 2 × Fin 2) ℂ :=
  of fun p q => if p = q then 2 else if p.swap = q then 1 else 0
```

An easy mistake concerns the form of $V$. The swap condition exchanges both index pairs at once and carries a plus sign; it does not ask for antisymmetrised elements, and the model has $V_{00,00}=2$, where an antisymmetrised matrix would vanish. Inserting $V_{ab,a'b'}-V_{ab,b'a'}$ in place of $V_{ab,a'b'}$, while still summing over all ordered pairs $(a',b')$, doubles the electron-electron term on antisymmetric amplitudes; that doubling is an observation made on paper and not among the theorems.

```lean
/-- The model interaction is Hermitian, commutes with the pair swap and has a nonzero
off-diagonal element. -/
theorem modelV_witness : modelV.IsHermitian ∧ Commute (permMat Prod.swap) modelV ∧
    modelV (0, 1) (1, 0) = 1 := by
  refine ⟨IsHermitian.ext ?_, (commute_permMat_iff Prod.swap_swap _).2 ?_, by simp [modelV]⟩
  all_goals
    rintro ⟨a, b⟩ ⟨c, d⟩
    fin_cases a <;> fin_cases b <;> fin_cases c <;> fin_cases d <;> simp [modelV]

end

end TrionHamiltonian
```

```lean
#print axioms TrionHamiltonian.commute_of_trionH_commute
#print axioms TrionHamiltonian.trion_main
```

```
'TrionHamiltonian.commute_of_trionH_commute' depends on axioms: [propext, Classical.choice, Quot.sound]
'TrionHamiltonian.trion_main' depends on axioms: [propext, Classical.choice, Quot.sound]
```
